# The separable form W = V F (FᴴVF)⁻¹ FᴴV of a Hermitian operator on a set of reference orbitals

## Question

Represent the semilocal part of a pseudopotential (what remains once its local part has been split off) or an exchange operator in a finite basis as a Hermitian matrix V, and collect some reference orbitals as the columns of a matrix F. The Kleinman-Bylander construction and the compressed exchange operator both replace V by

    W = V F (FᴴVF)⁻¹ FᴴV,

where ᴴ is the conjugate transpose. The claim is that, if FᴴVF is invertible, W is Hermitian, that its rank is the number of reference orbitals, that W F = V F, and that V − W is positive semidefinite whenever V is. How does one state this in Lean 4 with Mathlib, and how is it proved?

## Answer

### Modelling choices

The statement has to fix what is assumed about the reference orbitals, and the assumption taken is the one the formula needs: the matrix

    M = Fᴴ V F,   with entries M_ab = ⟨f_a, V f_b⟩,

is invertible. Here f_a is column a of F and ⟨x, y⟩ = xᴴy, so the basis of the one-particle space is treated as orthonormal. In Lean M is `gram V F`, the matrix of V between the orbitals and not their overlap matrix FᴴF, and the hypothesis reads `IsUnit (gram V F).det`, which over ℂ says det M ≠ 0. It is assumed, not derived. The orbitals themselves need not be normalised or orthogonal.

The basis functions are labelled by a finite type `n` and the orbitals by a finite type `k`; write N and K for their numbers of elements, so that K is `Fintype.card k`. Then V is an N×N matrix of type `Matrix n n ℂ`, F is an N×K matrix of type `Matrix n k ℂ`, and W is `sepForm V F`. The case K = 0 is allowed: M is the empty matrix with determinant 1, and W = 0 has rank 0. `IsHermitian` means Vᴴ = V, `rank` is the dimension of the range, and `PosSemidef` means Hermitian with xᴴVx real and non-negative for every vector x; the line `open scoped ComplexOrder` supplies the order on ℂ in which 0 ≤ z has that meaning.

In electronic-structure work W is an operator of rank K that acts exactly as V on the span of the reference orbitals, here for one fixed matrix V in a finite orthonormal basis. The Kleinman-Bylander name refers to a construction on radial functions, channel by channel in angular momentum, and what is treated here is its matrix algebra: there are no radial equations, nothing on scattering properties or spurious bound states, and nothing on the spectrum of a Hamiltonian that contains W. The self-consistent dependence of an exchange operator on the occupied orbitals is absent as well.

### Derivation by hand

Agreement on the reference orbitals comes from regrouping the products and needs only the invertibility of M:

    W F = V F M⁻¹ (Fᴴ V F) = V F M⁻¹ M = V F,
    Fᴴ W = (Fᴴ V F) M⁻¹ Fᴴ V = M M⁻¹ Fᴴ V = Fᴴ V.

For the rank, use that the rank of a product is at most the rank of either factor. W is the product of V F M⁻¹, which has K columns, with FᴴV, so rank W ≤ K. From the second identity,

    Fᴴ W F = Fᴴ V F = M,

and M is an invertible K×K matrix, so K = rank M = rank(FᴴWF) ≤ rank W. Hence rank W = K, again without Hermiticity.

Now let Vᴴ = V. Then Mᴴ = FᴴVᴴF = M, and (M⁻¹)ᴴ = (Mᴴ)⁻¹ = M⁻¹. Put B = FᴴV, a K×N matrix with Bᴴ = V F. Then

    W = Bᴴ M⁻¹ B,   Wᴴ = Bᴴ (M⁻¹)ᴴ B = W.

Positivity rests on one observation about congruences. If S is positive semidefinite and C is any matrix of matching size, then CᴴSC is Hermitian and

    xᴴ (Cᴴ S C) x = (C x)ᴴ S (C x) ≥ 0.

If V is positive semidefinite, so is M = FᴴVF, then M⁻¹ = (M⁻¹)ᴴ M M⁻¹, and then W = BᴴM⁻¹B. For the remainder V − W define

    Q = 1 − F M⁻¹ Fᴴ V.

Three identities follow from the definitions and from FᴴW = FᴴV:

    V Q = V − V F M⁻¹ Fᴴ V = V − W,
    Qᴴ = 1 − V F M⁻¹ Fᴴ,
    Fᴴ (V − W) = Fᴴ V − Fᴴ V = 0.

The second uses the Hermiticity of V and of M⁻¹. Together they give

    Qᴴ V Q = Qᴴ (V − W) = (V − W) − V F M⁻¹ Fᴴ (V − W) = V − W,

so V − W is a congruence of V and is positive semidefinite when V is.

Two further properties use the same algebra. Replace F by F U with U an invertible K×K matrix. The new Gram matrix is UᴴMU, with determinant (det U)* · det M · det U ≠ 0, the star being complex conjugation, and with inverse U⁻¹M⁻¹(Uᴴ)⁻¹. The new separable form is

    V F U U⁻¹ M⁻¹ (Uᴴ)⁻¹ Uᴴ Fᴴ V = V F M⁻¹ Fᴴ V = W.

Next let V be Hermitian and let A be a positive semidefinite N×N matrix with A F = V F. Taking the adjoint gives FᴴA = FᴴV, so FᴴAF = M, and the separable form built from A is

    A F M⁻¹ Fᴴ A = V F M⁻¹ Fᴴ V = W.

The result on the remainder, applied to A in place of V, says that A − W is positive semidefinite.

A two-level example shows that W can differ from V. With rows and columns numbered 0 and 1, take V with rows (2, 1) and (1, 2) and the single normalised orbital f_0 = (1, 0). Then V F is the column (2, 1), M = (2), and

    W = (1/2) · (2, 1)ᵀ (2, 1),   with rows (2, 1) and (1, 1/2).

Column 0 agrees with that of V, as W F = V F requires, while W₁₁ = 1/2 and V₁₁ = 2.

### The Lean file

```lean
import Mathlib

open Matrix
open scoped ComplexOrder

namespace SeparablePotential

noncomputable section

variable {n k : Type*} [Fintype n] [Fintype k] [DecidableEq k]

/-- The matrix `Fᴴ V F` of the operator `V` between the reference orbitals, which are the
columns of `F`. -/
def gram (V : Matrix n n ℂ) (F : Matrix n k ℂ) : Matrix k k ℂ := Fᴴ * V * F

/-- The separable form of `V` on the columns of `F`,
`W = V F (Fᴴ V F)⁻¹ Fᴴ V`. -/
def sepForm (V : Matrix n n ℂ) (F : Matrix n k ℂ) : Matrix n n ℂ :=
  V * F * (gram V F)⁻¹ * (Fᴴ * V)

/-- The operator `Q = 1 - F (Fᴴ V F)⁻¹ Fᴴ V`. -/
def complement [DecidableEq n] (V : Matrix n n ℂ) (F : Matrix n k ℂ) : Matrix n n ℂ :=
  1 - F * (gram V F)⁻¹ * (Fᴴ * V)

/-- If `Fᴴ V F` is invertible, the separable form acts on the reference orbitals as `V`
does, from either side: `W F = V F` and `Fᴴ W = Fᴴ V`. -/
theorem sepForm_agrees (V : Matrix n n ℂ) (F : Matrix n k ℂ) (hM : IsUnit (gram V F).det) :
    sepForm V F * F = V * F ∧ Fᴴ * sepForm V F = Fᴴ * V := by
  constructor
  · calc sepForm V F * F = V * F * ((gram V F)⁻¹ * gram V F) := by
          simp only [sepForm, gram, Matrix.mul_assoc]
      _ = V * F := by rw [Matrix.nonsing_inv_mul _ hM, Matrix.mul_one]
  · calc Fᴴ * sepForm V F = (gram V F * (gram V F)⁻¹) * (Fᴴ * V) := by
          simp only [sepForm, gram, Matrix.mul_assoc]
      _ = Fᴴ * V := by rw [Matrix.mul_nonsing_inv _ hM, Matrix.one_mul]

/-- If `Fᴴ V F` is invertible, the rank of the separable form equals the number of
reference orbitals. -/
theorem sepForm_rank (V : Matrix n n ℂ) (F : Matrix n k ℂ) (hM : IsUnit (gram V F).det) :
    (sepForm V F).rank = Fintype.card k := by
  apply le_antisymm
  · -- `W` factors through the `k`-dimensional space
    exact (Matrix.rank_mul_le_left (V * F * (gram V F)⁻¹) (Fᴴ * V)).trans
      (Matrix.rank_le_card_width _)
  · -- `Fᴴ W F` is the invertible Gram matrix
    have h1 : (gram V F).rank = Fintype.card k :=
      Matrix.rank_of_isUnit _ ((Matrix.isUnit_iff_isUnit_det _).mpr hM)
    have h2 : gram V F = Fᴴ * sepForm V F * F := by
      rw [(sepForm_agrees V F hM).2, gram]
    rw [← h1, h2]
    exact (Matrix.rank_mul_le_left (Fᴴ * sepForm V F) F).trans
      (Matrix.rank_mul_le_right Fᴴ (sepForm V F))

/-- For Hermitian `V` and invertible `Fᴴ V F`, the part of `V` missed by the separable form
is the congruence `V - W = Qᴴ V Q`. -/
theorem residual_eq [DecidableEq n] (V : Matrix n n ℂ) (F : Matrix n k ℂ) (hV : V.IsHermitian)
    (hM : IsUnit (gram V F).det) :
    V - sepForm V F = (complement V F)ᴴ * V * complement V F := by
  have hG : (gram V F).IsHermitian := Matrix.isHermitian_conjTranspose_mul_mul F hV
  have hQ : (complement V F)ᴴ = 1 - V * F * (gram V F)⁻¹ * Fᴴ := by
    simp only [complement, conjTranspose_sub, conjTranspose_one, conjTranspose_mul,
      conjTranspose_conjTranspose, hV.eq, hG.inv.eq, Matrix.mul_assoc]
  have hVQ : V * complement V F = V - sepForm V F := by
    simp only [complement, sepForm, Matrix.mul_sub, Matrix.mul_one, Matrix.mul_assoc]
  -- the residual is annihilated by `Fᴴ`
  have h0 : Fᴴ * (V - sepForm V F) = 0 := by
    rw [Matrix.mul_sub, (sepForm_agrees V F hM).2, sub_self]
  rw [Matrix.mul_assoc (complement V F)ᴴ, hVQ, hQ,
    Matrix.sub_mul 1 (V * F * (gram V F)⁻¹ * Fᴴ), Matrix.one_mul,
    Matrix.mul_assoc (V * F * (gram V F)⁻¹) Fᴴ, h0, Matrix.mul_zero, sub_zero]

/-- For Hermitian `V` and invertible `Fᴴ V F`, the separable form `W` is Hermitian, has rank
equal to the number of reference orbitals and satisfies `W F = V F`. If `V` is positive
semidefinite, so are `W` and `V - W`. -/
theorem kleinman_bylander_form (V : Matrix n n ℂ) (F : Matrix n k ℂ) (hV : V.IsHermitian)
    (hM : IsUnit (gram V F).det) :
    (sepForm V F).IsHermitian ∧ (sepForm V F).rank = Fintype.card k ∧
      sepForm V F * F = V * F ∧
      (V.PosSemidef → (sepForm V F).PosSemidef ∧ (V - sepForm V F).PosSemidef) := by
  have hG : (gram V F).IsHermitian := Matrix.isHermitian_conjTranspose_mul_mul F hV
  classical
  -- `W` is a congruence of the inverse Gram matrix
  have hW : sepForm V F = (Fᴴ * V)ᴴ * (gram V F)⁻¹ * (Fᴴ * V) := by
    rw [conjTranspose_mul, conjTranspose_conjTranspose, hV.eq, sepForm]
  refine ⟨?_, sepForm_rank V F hM, (sepForm_agrees V F hM).1, fun hP => ⟨?_, ?_⟩⟩
  · rw [hW]
    exact Matrix.isHermitian_conjTranspose_mul_mul _ hG.inv
  · have hGP : (gram V F).PosSemidef := hP.conjTranspose_mul_mul_same F
    rw [hW]
    exact hGP.inv.conjTranspose_mul_mul_same _
  · rw [residual_eq V F hV hM]
    exact hP.conjTranspose_mul_mul_same _

/-- If `Fᴴ V F` is invertible and the reference orbitals are mixed by an invertible matrix
`U`, the new Gram matrix is invertible and the separable form is unchanged. -/
theorem sepForm_gauge (V : Matrix n n ℂ) (F : Matrix n k ℂ) (U : Matrix k k ℂ)
    (hM : IsUnit (gram V F).det) (hU : IsUnit U.det) :
    IsUnit (gram V (F * U)).det ∧ sepForm V (F * U) = sepForm V F := by
  have hUH : IsUnit (Uᴴ).det := by
    rw [Matrix.det_conjTranspose]
    exact hU.star
  have hG : gram V (F * U) = Uᴴ * gram V F * U := by
    simp only [gram, conjTranspose_mul, Matrix.mul_assoc]
  constructor
  · rw [hG, Matrix.det_mul, Matrix.det_mul]
    exact (hUH.mul hM).mul hU
  · calc sepForm V (F * U)
        = V * F * (U * U⁻¹) * (gram V F)⁻¹ * ((Uᴴ)⁻¹ * Uᴴ) * (Fᴴ * V) := by
          rw [sepForm, hG, Matrix.mul_inv_rev, Matrix.mul_inv_rev, conjTranspose_mul]
          simp only [Matrix.mul_assoc]
      _ = sepForm V F := by
          rw [Matrix.mul_nonsing_inv _ hU, Matrix.nonsing_inv_mul _ hUH, Matrix.mul_one,
            Matrix.mul_one, sepForm]

/-- For Hermitian `V` and invertible `Fᴴ V F`, every positive semidefinite operator `A` with
`A F = V F` lies above the separable form of `V`: `A - W` is positive semidefinite. -/
theorem sepForm_minimal (V A : Matrix n n ℂ) (F : Matrix n k ℂ) (hV : V.IsHermitian)
    (hM : IsUnit (gram V F).det) (hA : A.PosSemidef) (hAF : A * F = V * F) :
    (A - sepForm V F).PosSemidef := by
  have hAH : A.IsHermitian := hA.1
  have hFA : Fᴴ * A = Fᴴ * V := by
    have h := congrArg conjTranspose hAF
    rwa [conjTranspose_mul, conjTranspose_mul, hAH.eq, hV.eq] at h
  -- `A` and `V` share Gram matrix and separable form
  have hG : gram A F = gram V F := by rw [gram, gram, hFA]
  have hW : sepForm A F = sepForm V F := by rw [sepForm, sepForm, hG, hAF, hFA]
  have hMA : IsUnit (gram A F).det := by rw [hG]; exact hM
  rw [← hW]
  exact ((kleinman_bylander_form A F hAH hMA).2.2.2 hA).2

/-- A two-level operator with diagonal entries 2 and coupling 1. -/
def exV : Matrix (Fin 2) (Fin 2) ℂ := !![2, 1; 1, 2]

/-- A single reference orbital, the first basis vector. -/
def exF : Matrix (Fin 2) (Fin 1) ℂ := !![1; 0]

/-- The operator `exV` is Hermitian, its Gram matrix on `exF` is invertible, and its
separable form is the matrix with rows `(2, 1)` and `(1, 1/2)`, which differs from `exV`. -/
theorem sepForm_witness :
    exV.IsHermitian ∧ IsUnit (gram exV exF).det ∧
      sepForm exV exF = !![2, 1; 1, 1 / 2] ∧ sepForm exV exF ≠ exV := by
  have hG : gram exV exF = !![2] := by
    ext i j
    fin_cases i
    fin_cases j
    simp [gram, exV, exF, Matrix.mul_apply, Fin.sum_univ_succ]
  have hI : (gram exV exF)⁻¹ = !![1 / 2] := by
    rw [hG]
    apply Matrix.inv_eq_right_inv
    ext i j
    fin_cases i
    fin_cases j
    simp [Matrix.mul_apply]
  have hW : sepForm exV exF = !![2, 1; 1, 1 / 2] := by
    rw [sepForm, hI]
    ext i j
    fin_cases i <;> fin_cases j <;>
      simp [exV, exF, Matrix.mul_apply, Fin.sum_univ_succ]
  refine ⟨?_, ?_, hW, ?_⟩
  · ext i j
    fin_cases i <;> fin_cases j <;> simp [exV, Matrix.conjTranspose_apply]
  · rw [hG]
    simp
  · rw [hW]
    intro h
    have h11 := congrFun (congrFun h 1) 1
    norm_num [exV] at h11

end

end SeparablePotential
```
```lean
#print axioms SeparablePotential.kleinman_bylander_form
-- 'SeparablePotential.kleinman_bylander_form' depends on axioms: [propext, Classical.choice, Quot.sound]
#print axioms SeparablePotential.sepForm_gauge
-- 'SeparablePotential.sepForm_gauge' depends on axioms: [propext, Classical.choice, Quot.sound]
#print axioms SeparablePotential.sepForm_minimal
-- 'SeparablePotential.sepForm_minimal' depends on axioms: [propext, Classical.choice, Quot.sound]
```

### The statements in words

`kleinman_bylander_form` takes V, F, the hypothesis `hV` that V is Hermitian and the hypothesis `hM` that det M ≠ 0. It concludes that W is Hermitian, that rank W = K, that W F = V F, and that if V is positive semidefinite then both W and V − W are. Positivity is an implication inside the conclusion, so the first three parts apply to an indefinite V, which a semilocal pseudopotential term may well be. `sepForm_agrees` and `sepForm_rank` have only `hM` as hypothesis, and the first also states FᴴW = FᴴV. `residual_eq` is V − W = QᴴVQ with Q = `complement V F`, for Hermitian V of any sign.

`sepForm_gauge` states that for det U ≠ 0 the Gram matrix of F U is invertible and the separable form is unchanged. U need not be unitary, so rescaling or orthonormalising the orbitals leaves W as it is. `sepForm_minimal` asks V to be Hermitian and A to be positive semidefinite with A F = V F, and concludes that A − W is positive semidefinite. For positive semidefinite V the main theorem puts W itself among such matrices A, and the two statements read together make W the least of them in the semidefinite order. `sepForm_witness` states that `exV` is Hermitian, that its Gram matrix on `exF` is invertible, that W has rows (2, 1) and (1, 1/2), and that W ≠ V.

### How the proof follows the derivation

In `sepForm_agrees` each `calc` block first regroups the product with `Matrix.mul_assoc` so that M⁻¹M or MM⁻¹ appears, then cancels it with `Matrix.nonsing_inv_mul` or `Matrix.mul_nonsing_inv`, which is where `hM` enters. `sepForm_rank` proves two inequalities. The upper bound chains `Matrix.rank_mul_le_left` with `Matrix.rank_le_card_width` for the factor V F M⁻¹. For the lower bound, `h1` is rank M = K, `h2` is M = FᴴWF, and the factors F and Fᴴ are removed one at a time by `Matrix.rank_mul_le_left` and `Matrix.rank_mul_le_right`.

In `residual_eq`, `hG` is the Hermiticity of M and `hG.inv` that of M⁻¹, while `hQ`, `hVQ` and `h0` are the identities for Qᴴ, V Q and Fᴴ(V − W). The closing `rw` is the one-line computation of QᴴVQ, run from left to right until it reaches V − W. In the main theorem `hW` writes W as BᴴM⁻¹B. Hermiticity then comes from `Matrix.isHermitian_conjTranspose_mul_mul`, and the congruence argument is `conjTranspose_mul_mul_same`, used for M with C = F, for W with C = B after `hGP.inv` has passed from M to M⁻¹, and for V − W with C = Q.

`sepForm_gauge` records UᴴMU in `hG`, multiplies determinants for the first claim, and for the second expands the inverse with `Matrix.mul_inv_rev` until U U⁻¹ and (Uᴴ)⁻¹Uᴴ stand isolated and cancel. `sepForm_minimal` obtains FᴴA = FᴴV as `hFA` by taking the adjoint of `hAF`, identifies the Gram matrices and the separable forms in `hG` and `hW`, and applies the last part of the main theorem to A. The example is computed entry by entry, and the inequality is read off at `congrFun (congrFun h 1) 1`, the entry W₁₁.

### Remarks

What follows is added commentary, and its numbers and factorisations are not theorems of the file.

An easy mistake in the derivation is to treat Q as an orthogonal projector. It satisfies Q F = 0 and Q² = Q, but in general Qᴴ ≠ Q, and the adjoint on the left factor matters. In the example Q has rows (0, −1/2) and (0, 1). Then QᴴVQ has the single nonzero entry 3/2 at position (1, 1), which is V − W, whereas Q V Q has in addition the entry −3/4 at position (0, 1) and is not Hermitian. The orthogonal projector onto the complement of f_0 gives the entry 2 at position (1, 1), which is also wrong.

An easy mistake in the formal statement is to replace `hM` by linear independence of the orbitals. For V with rows (0, 1) and (1, 0) and f_0 = (1, 0) one has M = (0); Mathlib's inverse of a singular matrix is the zero matrix, so `sepForm` is 0 while V F is not, and both the agreement and the rank claim fail.

The sign needs attention for exchange. The exchange term of a Fock operator enters with a minus sign and is negative semidefinite, so the positivity statement is applied to −V, whose separable form is −W, and the inequality is reversed: W − V is positive semidefinite.

In a calculation W need not be assembled as an N×N matrix. One applies V once to each orbital, stores Y = V F, and forms M = FᴴY. For positive semidefinite V an invertible M is positive definite and has a Cholesky factorisation M = L Lᴴ with L lower triangular; with the N×K matrix

    ξ = Y (Lᴴ)⁻¹,   W = ξ ξᴴ,

the action on a vector is W x = ξ (ξᴴ x), about 2NK multiplications and no further application of V. For exchange one factorises −M = L Lᴴ and gets W = −ξξᴴ. In the example ξ is the column (2, 1)/√2. For K = 1 and any Hermitian V the formula is the familiar single-projector term

    W = |V f_0⟩⟨V f_0| / ⟨f_0, V f_0⟩,

and the hypothesis `hM` says that the denominator is nonzero.
